# Detailed balance from balancing functions: Metropolis as the upper bound, Barker within a factor of two

A balancing function is a function $g$ with $0 \le g(t) \le 1$ and $g(t) = t\,g(1/t)$ for every $t > 0$, where $g(t)$ is the probability of accepting a move and $t$ is, for a symmetric proposal, the ratio of the weight of the proposed state to the weight of the current one (for a proposal that is not symmetric it is the Hastings ratio defined below). The state space $X$ is finite, the weights $p(x)$ are positive and need not be normalised, $q(x,y)$ is the probability of proposing $y$ from $x$, and the first argument of every kernel is the state that the chain leaves.

```lean
import Mathlib

open Finset

namespace BalancingFunctions

noncomputable section

/-- A balancing function maps positive ratios into `[0,1]` and obeys `g(t) = t g(1/t)`. -/
structure IsBalancing (g : ℝ → ℝ) : Prop where
  nonneg : ∀ t, 0 < t → 0 ≤ g t
  le_one : ∀ t, 0 < t → g t ≤ 1
  balance : ∀ t, 0 < t → g t = t * g (1 / t)

/-- The Metropolis acceptance function `min(1,t)`. -/
def metropolis (t : ℝ) : ℝ := min 1 t

/-- The Barker acceptance function `t/(1+t)`. -/
def barker (t : ℝ) : ℝ := t / (1 + t)

/-- Transition kernel of an accept-reject chain: propose with `q`, accept with `a`,
and stay at the current state with the remaining probability. -/
def kernel {X : Type*} [Fintype X] [DecidableEq X] (q a : X → X → ℝ) (x y : X) : ℝ :=
  q x y * a x y + if x = y then 1 - ∑ z, q x z * a x z else 0

/-- The Hastings ratio `p(y) q(y,x) / (p(x) q(x,y))` of the move from `x` to `y`. -/
def hastingsRatio {X : Type*} (p : X → ℝ) (q : X → X → ℝ) (x y : X) : ℝ :=
  p y * q y x / (p x * q x y)

/-- Every balancing function lies below the Metropolis function at positive ratios. -/
theorem IsBalancing.le_metropolis {g : ℝ → ℝ} (hg : IsBalancing g) {t : ℝ} (ht : 0 < t) :
    g t ≤ metropolis t := by
  refine le_min (hg.le_one t ht) ?_
  -- g(t) = t g(1/t) and g(1/t) ≤ 1
  have h1 := hg.le_one (1 / t) (one_div_pos.mpr ht)
  have h2 := hg.balance t ht
  have h3 := mul_le_mul_of_nonneg_left h1 ht.le
  linarith

/-- The Metropolis function is a balancing function. -/
theorem metropolis_isBalancing : IsBalancing metropolis where
  nonneg := fun t ht => le_min zero_le_one ht.le
  le_one := fun t _ => min_le_left 1 t
  balance := fun t ht => by
    unfold metropolis
    rw [mul_min_of_nonneg _ _ ht.le, mul_one, mul_one_div_cancel ht.ne', min_comm]

/-- The Barker function is a balancing function. -/
theorem barker_isBalancing : IsBalancing barker where
  nonneg := fun t ht => by unfold barker; positivity
  le_one := fun t ht => by
    unfold barker
    rw [div_le_iff₀ (by linarith)]
    linarith
  balance := fun t ht => by
    unfold barker
    have h1 : (1 + t) ≠ 0 := by positivity
    have h2 : 1 + 1 / t = (1 + t) / t := by
      rw [add_div, div_self ht.ne', add_comm]
    rw [h2]
    field_simp

/-- At a positive ratio the Barker acceptance is at least half the Metropolis acceptance,
with equality exactly at ratio one. -/
theorem half_metropolis_le_barker {t : ℝ} (ht : 0 < t) :
    metropolis t / 2 ≤ barker t ∧ (metropolis t / 2 = barker t ↔ t = 1) := by
  unfold metropolis barker
  have h1 : 0 < 1 + t := by linarith
  rw [le_div_iff₀ h1, eq_div_iff h1.ne']
  rcases le_total 1 t with h | h
  · rw [min_eq_left h]
    exact ⟨by linarith, fun e => by linarith, fun e => by linarith⟩
  · rw [min_eq_right h]
    refine ⟨by nlinarith, fun e => ?_, fun e => by rw [e]; norm_num⟩
    have h2 : t * (t - 1) = 0 := by linarith
    rcases mul_eq_zero.mp h2 with h3 | h3
    · exact absurd h3 ht.ne'
    · linarith

/-- For positive forward and backward proposed fluxes `a` and `b`, the accepted fluxes
`a g(b/a)` and `b g(a/b)` agree. -/
theorem IsBalancing.flux {g : ℝ → ℝ} (hg : IsBalancing g) {a b : ℝ}
    (ha : 0 < a) (hb : 0 < b) : a * g (b / a) = b * g (a / b) := by
  have h := hg.balance (b / a) (div_pos hb ha)
  rw [one_div_div] at h
  rw [h]
  field_simp

/-- If the accepted fluxes `p(x) q(x,y) a(x,y)` are symmetric in `x` and `y`, the kernel
has rows summing to one, obeys detailed balance for `p` and leaves `p` stationary. -/
theorem kernel_balance {X : Type*} [Fintype X] [DecidableEq X] (p : X → ℝ)
    (q a : X → X → ℝ) (h : ∀ x y, p x * (q x y * a x y) = p y * (q y x * a y x)) :
    (∀ x, ∑ y, kernel q a x y = 1) ∧
    (∀ x y, p x * kernel q a x y = p y * kernel q a y x) ∧
    (∀ y, ∑ x, p x * kernel q a x y = p y) := by
  have hrow : ∀ x, ∑ y, kernel q a x y = 1 := by
    intro x
    unfold kernel
    rw [Finset.sum_add_distrib, Finset.sum_ite_eq, if_pos (Finset.mem_univ x)]
    ring
  have hdb : ∀ x y, p x * kernel q a x y = p y * kernel q a y x := by
    intro x y
    by_cases hxy : x = y
    · rw [hxy]
    · unfold kernel
      rw [if_neg hxy, if_neg (Ne.symm hxy), add_zero, add_zero]
      exact h x y
  refine ⟨hrow, hdb, fun y => ?_⟩
  -- stationarity is detailed balance summed over the source state
  rw [Finset.sum_congr rfl (fun x _ => hdb x y), ← Finset.mul_sum, hrow, mul_one]

/-- For positive weights `p`, a symmetric stochastic proposal `q` and acceptance
`g(p(y)/p(x))` with `g` balancing, the kernel is stochastic, obeys detailed balance, leaves
`p` stationary, and the acceptance is at most the Metropolis one. -/
theorem symmetric_detailed_balance {X : Type*} [Fintype X] [DecidableEq X]
    {g : ℝ → ℝ} (hg : IsBalancing g) (p : X → ℝ) (hp : ∀ x, 0 < p x)
    (q : X → X → ℝ) (hq : ∀ x y, 0 ≤ q x y) (hsum : ∀ x, ∑ y, q x y = 1)
    (hsymm : ∀ x y, q x y = q y x) :
    (∀ x y, 0 ≤ kernel q (fun x y => g (p y / p x)) x y) ∧
    (∀ x, ∑ y, kernel q (fun x y => g (p y / p x)) x y = 1) ∧
    (∀ x y, p x * kernel q (fun x y => g (p y / p x)) x y
      = p y * kernel q (fun x y => g (p y / p x)) y x) ∧
    (∀ y, ∑ x, p x * kernel q (fun x y => g (p y / p x)) x y = p y) ∧
    (∀ x y, g (p y / p x) ≤ metropolis (p y / p x)) := by
  have hr : ∀ x y, 0 < p y / p x := fun x y => div_pos (hp y) (hp x)
  have hflux : ∀ x y, p x * (q x y * g (p y / p x)) = p y * (q y x * g (p x / p y)) := by
    intro x y
    rw [hsymm y x]
    linear_combination q x y * hg.flux (hp x) (hp y)
  obtain ⟨h1, h2, h3⟩ := kernel_balance p q (fun x y => g (p y / p x)) hflux
  refine ⟨fun x y => ?_, h1, h2, h3, fun x y => hg.le_metropolis (hr x y)⟩
  -- the total accepted probability out of x is at most one
  have hle : ∑ z, q x z * g (p z / p x) ≤ 1 := by
    rw [← hsum x]
    exact Finset.sum_le_sum fun z _ =>
      mul_le_of_le_one_right (hq x z) (hg.le_one _ (hr x z))
  have hacc : 0 ≤ q x y * g (p y / p x) := mul_nonneg (hq x y) (hg.nonneg _ (hr x y))
  show 0 ≤ q x y * g (p y / p x) + if x = y then 1 - ∑ z, q x z * g (p z / p x) else 0
  split_ifs <;> linarith

/-- For positive weights and a nonnegative proposal with symmetric support, acceptance by a
balancing function of the Hastings ratio gives detailed balance and stationarity of `p`. -/
theorem hastings_detailed_balance {X : Type*} [Fintype X] [DecidableEq X]
    {g : ℝ → ℝ} (hg : IsBalancing g) (p : X → ℝ) (hp : ∀ x, 0 < p x)
    (q : X → X → ℝ) (hq : ∀ x y, 0 ≤ q x y) (hsupp : ∀ x y, q x y = 0 → q y x = 0) :
    (∀ x y, p x * kernel q (fun x y => g (hastingsRatio p q x y)) x y
      = p y * kernel q (fun x y => g (hastingsRatio p q x y)) y x) ∧
    (∀ y, ∑ x, p x * kernel q (fun x y => g (hastingsRatio p q x y)) x y = p y) := by
  refine (kernel_balance p q (fun x y => g (hastingsRatio p q x y)) fun x y => ?_).2
  show p x * (q x y * g (p y * q y x / (p x * q x y)))
    = p y * (q y x * g (p x * q x y / (p y * q y x)))
  by_cases h0 : q x y = 0
  · -- the move is never proposed in either direction
    rw [h0, hsupp x y h0]
    ring
  · have h1 : 0 < q x y := lt_of_le_of_ne (hq x y) (Ne.symm h0)
    have h2 : 0 < q y x := lt_of_le_of_ne (hq y x) fun e => h0 (hsupp y x e.symm)
    linear_combination hg.flux (mul_pos (hp x) h1) (mul_pos (hp y) h2)

/-- Converse: if acceptance `g(p(y)/p(x))` gives detailed balance for the proposal that
always swaps two states, for all positive weights, then `g(t) = t g(1/t)` for `t > 0`. -/
theorem balance_of_detailed_balance (g : ℝ → ℝ)
    (h : ∀ p : Fin 2 → ℝ, (∀ x, 0 < p x) →
      p 0 * kernel !![0, 1; 1, 0] (fun x y => g (p y / p x)) 0 1
        = p 1 * kernel !![0, 1; 1, 0] (fun x y => g (p y / p x)) 1 0)
    {t : ℝ} (ht : 0 < t) : g t = t * g (1 / t) := by
  have h1 := h ![1, t] (by
    intro x
    fin_cases x
    · simp
    · simpa using ht)
  simpa [kernel] using h1

end

end BalancingFunctions
```
```lean
#print axioms BalancingFunctions.half_metropolis_le_barker
-- 'BalancingFunctions.half_metropolis_le_barker' depends on axioms: [propext, Classical.choice, Quot.sound]
#print axioms BalancingFunctions.symmetric_detailed_balance
-- 'BalancingFunctions.symmetric_detailed_balance' depends on axioms: [propext, Classical.choice, Quot.sound]
#print axioms BalancingFunctions.hastings_detailed_balance
-- 'BalancingFunctions.hastings_detailed_balance' depends on axioms: [propext, Classical.choice, Quot.sound]
#print axioms BalancingFunctions.balance_of_detailed_balance
-- 'BalancingFunctions.balance_of_detailed_balance' depends on axioms: [propext, Classical.choice, Quot.sound]
```

## Definitions and conventions

`IsBalancing g` collects the three conditions on $g$ as `nonneg`, `le_one` and `balance`. The function has type `ℝ → ℝ`, but each condition carries the premise `0 < t`, so nothing is required of $g$ at zero or at negative arguments. The two examples are `metropolis`, $g_M(t) = \min(1,t)$, and `barker`, $g_B(t) = t/(1+t)$.

For a proposal $q$ and an acceptance $a(x,y)$, with $\delta_{xy}$ the Kronecker delta, `kernel q a` is

$$K(x,y) = q(x,y)\,a(x,y) + \delta_{xy}\Big(1 - \sum_{z} q(x,z)\,a(x,z)\Big).$$

The first term is the probability that $y$ is proposed and accepted. When $\sum_z q(x,z) = 1$, the bracket equals $\sum_z q(x,z)\,(1 - a(x,z))$, the total probability of a rejection, and the delta returns it to $x$. A self-proposal $z = x$ enters once with each sign, so $K(x,x) = 1 - \sum_{z \ne x} q(x,z)\,a(x,z)$ whatever $a(x,x)$ is. Rows of $K$ are indexed by the source state, and a distribution is propagated as a row vector, $p \mapsto pK$.

`hastingsRatio p q x y` is

$$r(x,y) = \frac{p(y)\,q(y,x)}{p(x)\,q(x,y)},$$

the backward proposed flux over the forward one. Where $q(x,y) = 0$ Lean evaluates the quotient to $0$, at which $g$ is unconstrained, but in the kernel this value is always multiplied by the vanishing $q(x,y)$.

## What the theorems state

Four theorems concern functions of one variable. `IsBalancing.le_metropolis` gives $g(t) \le \min(1,t)$ for every balancing $g$ and every $t > 0$. `metropolis_isBalancing` shows that $g_M$ belongs to the class, so the bound is attained at all $t$ by one function. `barker_isBalancing` does the same for $g_B$, and `half_metropolis_le_barker` states $\tfrac12 \min(1,t) \le t/(1+t)$ for $t > 0$, with equality if and only if $t = 1$.

`symmetric_detailed_balance` takes a balancing $g$ (`hg`), weights with $p(x) > 0$ (`hp`), and a proposal that is nonnegative (`hq`), has rows summing to one (`hsum`) and is symmetric, $q(x,y) = q(y,x)$ (`hsymm`). With $a(x,y) = g(p(y)/p(x))$ it concludes five things, in this order: $K(x,y) \ge 0$; $\sum_y K(x,y) = 1$; detailed balance $p(x)K(x,y) = p(y)K(y,x)$; stationarity $\sum_x p(x)K(x,y) = p(y)$; and $a(x,y) \le \min(1, p(y)/p(x))$.

`hastings_detailed_balance` replaces symmetry by `hsupp`, which says that $q(x,y) = 0$ implies $q(y,x) = 0$. Since this holds for all ordered pairs, it is an equivalence: a move is proposable in both directions or in neither. The acceptance is $a(x,y) = g(r(x,y))$. The theorem has no hypothesis on the row sums of $q$, and it concludes detailed balance and stationarity. Nonnegativity of $K$ is not among its conclusions, so it does not assert that $K$ is a stochastic matrix.

`balance_of_detailed_balance` is a converse for the identity $g(t) = t\,g(1/t)$ alone. The states are $0$ and $1$, and the proposal `!![0, 1; 1, 0]` has $q(0,1) = q(1,0) = 1$ and $q(0,0) = q(1,1) = 0$, so the other state is always proposed. If $p(0)K(0,1) = p(1)K(1,0)$ holds for all positive pairs of weights, then $g(t) = t\,g(1/t)$ for all $t > 0$. Here $g$ is an arbitrary real function, and the range $[0,1]$ is neither assumed nor obtained. The swap proposal meets the hypotheses of the symmetric theorem, so the two theorems read together say that, for $g$ with values in $[0,1]$ at positive arguments, the identity is necessary as well as sufficient for detailed balance over all finite symmetric problems.

## The physics

For a system with energies $E(x)$ at inverse temperature $\beta > 0$, the weights are $p(x) = e^{-\beta E(x)}$ and, for a symmetric proposal, the ratio for a move with $\Delta E = E(y) - E(x)$ is $t = e^{-\beta \Delta E}$. Metropolis accepts with $\min(1, e^{-\beta\Delta E})$ and Barker with $1/(1 + e^{\beta \Delta E})$. The point of equality $t = 1$ is a move between degenerate states, which Metropolis always accepts and Barker accepts with probability $1/2$.

The weights are unnormalised. For nonempty $X$ the normalised distribution is $\pi(x) = p(x)/Z$ with $Z = \sum_x p(x) > 0$. Then $\pi(y)/\pi(x) = p(y)/p(x)$, so the kernel does not depend on $Z$, and dividing the balance and stationarity equations by $Z$ gives the same equations for $\pi$. For a single state the kernel is $K = 1$, and for an empty state space every conclusion is vacuous.

The result covers accept-reject sampling of Boltzmann weights in lattice models with finitely many configurations, and of $p = |\psi|^2$ for a trial wavefunction $\psi$ in variational Monte Carlo, on a finite configuration set from which the zeros of $\psi$ have been removed, provided that the proposal meets the hypotheses of one of the two theorems and the acceptance is a balancing function of the ratio used there. Continuous state spaces, where sums become integrals against densities, are not treated.

Stationarity of $p$ is less than convergence to $p$. The theorems say nothing on irreducibility, aperiodicity or uniqueness of the stationary distribution; the function $g = 0$ meets all three conditions on a balancing function and gives the identity kernel, a chain that never moves. The two inequalities between $g$, $g_M$ and $g_B$ compare acceptance probabilities at a given ratio. Statements about autocorrelation times or the variance of estimators need further arguments, which the code does not contain.

## Why it is true

### The bounds on $g$

For $t > 0$ also $1/t > 0$, so $g(1/t) \le 1$. Multiplying by $t$ gives $g(t) = t\,g(1/t) \le t$, and with $g(t) \le 1$ this is $g(t) \le \min(1,t)$. In `IsBalancing.le_metropolis`, `le_min` splits the claim into the two bounds, `h1` is $g(1/t) \le 1$, `h3` is its product with $t$, and `linarith` combines `h3` with the balance identity `h2`.

For Metropolis, $0 \le \min(1,t) \le 1$ is immediate, and a nonnegative factor passes through a minimum:

$$t \min(1, 1/t) = \min(t\cdot 1,\; t \cdot 1/t) = \min(t, 1).$$

The rewrite `mul_min_of_nonneg` is the first equality. For Barker, $0 \le t/(1+t) \le 1$ follows from $0 < t \le 1+t$, and with $1 + 1/t = (1+t)/t$, which is `h2` in that proof,

$$t\,g_B(1/t) = t\,\frac{1/t}{(1+t)/t} = t\,\frac{1}{1+t} = g_B(t).$$

For the factor of one half, multiply through by $1+t > 0$, so that the claim reads $\tfrac12\min(1,t)\,(1+t) \le t$. This is the effect of `le_div_iff₀` and, for the equality, of `eq_div_iff`. If $t \ge 1$ the claim is $(1+t)/2 \le t$, that is $1 \le t$, and equality means $t = 1$; everything is linear and `linarith` suffices. If $t \le 1$ the claim is $t(1+t)/2 \le t$, that is $t(t-1) \le 0$, which holds because $t > 0$ and $t - 1 \le 0$; this product is left to `nlinarith`. Equality means $t(t-1) = 0$, and since $t \ne 0$ it forces $t = 1$, the case split made by `mul_eq_zero`.

### The flux identity

Let $a, b > 0$ be numbers, the forward and backward proposed fluxes, named as in `IsBalancing.flux`. The balance identity at $t = b/a$, where $1/t = a/b$, reads $g(b/a) = (b/a)\,g(a/b)$. Multiplying by $a$,

$$a\,g(b/a) = b\,g(a/b).$$

In the proof `one_div_div` turns $1/(b/a)$ into $a/b$ and `field_simp` cancels $a$.

### From fluxes to the kernel

`kernel_balance` is independent of $g$. It takes any real $p$, $q$ and acceptance $a(x,y)$ whose accepted fluxes are symmetric, $p(x)\,q(x,y)\,a(x,y) = p(y)\,q(y,x)\,a(y,x)$. Summing the definition of $K$ over $y$, the delta picks out one term:

$$\sum_y K(x,y) = \sum_y q(x,y)\,a(x,y) + 1 - \sum_z q(x,z)\,a(x,z) = 1.$$

This is `hrow`, with `Finset.sum_ite_eq` evaluating the delta, and it uses no property of $q$. Detailed balance, `hdb`, is an identity of a quantity with itself for $x = y$, and for $x \neq y$ the delta terms vanish on both sides and the assumed flux symmetry remains. Stationarity is detailed balance summed over the source state:

$$\sum_x p(x)K(x,y) = \sum_x p(y)K(y,x) = p(y)\sum_x K(y,x) = p(y).$$

The last `rw` of the proof performs these three equalities in turn.

### The symmetric theorem

The flux identity with $a = p(x)$, $b = p(y)$ gives $p(x)\,g(p(y)/p(x)) = p(y)\,g(p(x)/p(y))$. Multiplying by $q(x,y)$, and writing $q(x,y) = q(y,x)$ on the right, yields the symmetric accepted fluxes `hflux`; the multiplication is the line `linear_combination q x y * hg.flux (hp x) (hp y)`. Row sums, detailed balance and stationarity then come from `kernel_balance`, and the acceptance bound is `le_metropolis` at the positive ratio $p(y)/p(x)$. For nonnegativity, $q(x,y)\,g(p(y)/p(x)) \ge 0$ as a product of nonnegative factors (`hacc`), and

$$\sum_z q(x,z)\,g\big(p(z)/p(x)\big) \le \sum_z q(x,z) = 1$$

because $g \le 1$ and $q \ge 0$ (`hle`), so the rejection term on the diagonal is nonnegative too. The hypothesis `hsum` is used at this step and nowhere else.

### The Hastings theorem

Fix $x$ and $y$. If $q(x,y) = 0$, then $q(y,x) = 0$ by `hsupp`, and both accepted fluxes are zero. Otherwise $q(x,y) > 0$, and $q(y,x) > 0$ as well, since $q(y,x) = 0$ would give $q(x,y) = 0$ by `hsupp` with the states exchanged. Put $a = p(x)\,q(x,y)$ and $b = p(y)\,q(y,x)$, both positive. Then $r(x,y) = b/a$ and $r(y,x) = a/b$, and the flux identity is the required symmetry of accepted fluxes. The `.2` after `kernel_balance` keeps detailed balance and stationarity. The support condition matters in the mixed case $q(x,y) > 0$, $q(y,x) = 0$ that it excludes: there the ratio is a true zero, the backward flux vanishes, and the forward flux $p(x)\,q(x,y)\,g(0)$ involves a value on which `IsBalancing` is silent.

### The converse

Given $t > 0$, choose $p(0) = 1$ and $p(1) = t$, the vector `![1, t]`. Off the diagonal the swap kernel is $K(0,1) = g(p(1)/p(0)) = g(t)$ and $K(1,0) = g(p(0)/p(1)) = g(1/t)$. The hypothesis $p(0)K(0,1) = p(1)K(1,0)$ becomes $g(t) = t\,g(1/t)$. The `fin_cases` block checks that both weights are positive, and `simpa [kernel]` evaluates the two matrix entries.

## An easy mistake

The ratio $p(y)/p(x)$ is the one for symmetric proposals. If it is carried over to a proposal that merely has symmetric support, the flux identity $p(x)\,g(p(y)/p(x)) = p(y)\,g(p(x)/p(y))$ shows that the two accepted fluxes differ by $\big(q(x,y) - q(y,x)\big)\,p(x)\,g(p(y)/p(x))$, so the balance breaks at every pair with $q(x,y) \ne q(y,x)$ and $g(p(y)/p(x)) > 0$. Take two states with $p(0) = p(1) = 1$ and $q(0,1) = 1$, $q(0,0) = 0$, $q(1,0) = q(1,1) = \tfrac12$. With acceptance $g(p(y)/p(x)) = g(1)$ the flux from $0$ to $1$ is $g(1)$ and the flux back is $\tfrac12 g(1)$, which differ for Metropolis ($1$ against $\tfrac12$) and for Barker ($\tfrac12$ against $\tfrac14$). The step that fails is the replacement of $q(y,x)$ by $q(x,y)$ in `hflux`. With the Hastings ratio, $r(0,1) = \tfrac12$ and $r(1,0) = 2$, the fluxes are $g(\tfrac12)$ and $\tfrac12 g(2)$, and these agree by the balance identity at $t = \tfrac12$.
